# The pair sums of free-boson modes have vacuum correlator $(m^3-m)/12$

Take a free massless boson on a ring and keep only the waves that travel in one direction. Its energy density fluctuates even in the vacuum, and the Fourier component of wave number 2 contains a term that creates two quanta of wave number 1. Let $a^\dagger$ create such a quantum and let $a$ remove one, with $[a,a^\dagger]=1$. In units of the energy of one such quantum, the term is $\tfrac12 a^\dagger a^\dagger$, its partner is $\tfrac12 aa$, and

$$\langle \tfrac12 aa\;\tfrac12 a^\dagger a^\dagger\rangle=\tfrac14\cdot 2=\tfrac12 .$$

The 2 counts the ways of pairing two annihilators with two creators. At higher wave number $m$ the two quanta can share $m$ in several ways, and each way contributes its own pairings. Their sum is a cubic in $m$.

## One value for each wave number, zero between different ones

Write $\alpha_n$, with $n$ an integer, for the modes of the boson, and let them obey

$$[\alpha_m,\alpha_n]=m\,\delta_{m+n,0}.$$

For $n>0$, $\alpha_{-n}$ creates a quantum of wave number $n$ and $\alpha_n$ removes one. In terms of ordinary ladder operators, $\alpha_n=\sqrt n\,a_n$ and $\alpha_{-n}=\sqrt n\,a_n^\dagger$. The factor $m$ in the commutator comes from this scaling, which is the natural one for the modes of a current or a density.

Let $\varphi$ be the vacuum expectation, and for natural numbers $m$ define

$$T_{m}=\tfrac12\sum_{0<k<m}\alpha_{k}\,\alpha_{m-k},\qquad T_{-m}=\tfrac12\sum_{0<k<m}\alpha_{-k}\,\alpha_{-(m-k)} .$$

Then, for all natural $m$ and $n$,

$$\varphi(T_mT_{-n})=\delta_{mn}\,\frac{m^3-m}{12}.$$

For $m=0$ and $m=1$ the sums are empty and both sides vanish. In conformal field theory the coefficient of $(m^3-m)/12$ is the central charge, which sets the strength of the vacuum fluctuations of the energy density. Here it is 1.

The letter $T_m$ denotes less than the textbook Virasoro mode $L_m$: it keeps only the products in which both factors annihilate, and $T_{-m}$ only those in which both create.

## Checking mode normalisation and occupation cutoffs

For a single non-interacting boson of one chirality, the identity gives a reference value for codes that build energy-density operators in a Fock basis, such as truncated-space methods for field theories in one space dimension. If $\alpha_{-n}$ is stored as the adjoint of $\alpha_n$, the correlator is the squared norm of $T_{-m}|0\rangle$.

The case $m=2$ is too small to detect a missing factor $\sqrt n$. With unscaled ladder operators in place of the $\alpha_n$ the correlator becomes $(m-1)/2$ for $m\ge1$, which is also $\tfrac12$ at $m=2$. At $m=3$ the two differ: the correct value is 2, and the unscaled operators give 1.

An occupation cutoff matters in a similar way. The vector $T_{-m}|0\rangle$ has at most two quanta in any mode, so a basis with modes $1,\dots,m-1$ and up to two quanta in each reproduces the value up to rounding. With at most one quantum per mode, even $m\ge 2$ loses the term $k=m/2$, and the result is too small by $m^2/8$.

## From one commutator to the cubic

Define the contraction $C(a,c)$ of two integers to be $a$ if $a=c$ and zero otherwise. The commutator of $\alpha_a$ with $\alpha_{-c}$ then reads

$$\alpha_a\alpha_{-c}=\alpha_{-c}\alpha_a+C(a,c).$$

The vacuum contributes two facts: $\varphi(1)=1$, and $\varphi(\alpha_{-n}y)=0$ for $n>0$ and any $y$. The second says that a creation operator acting to the left on the vacuum gives zero. For $d>0$ it follows that

$$\varphi(\alpha_a\alpha_{-d})=C(a,d).$$

For four modes with $c,d>0$, carry $\alpha_{-c}$ to the far left, first past $\alpha_b$ and then past $\alpha_a$:

$$\alpha_a\alpha_b\alpha_{-c}\alpha_{-d}=\alpha_{-c}\alpha_a\alpha_b\alpha_{-d}+C(a,c)\,\alpha_b\alpha_{-d}+C(b,c)\,\alpha_a\alpha_{-d}.$$

The first term on the right has zero expectation, and the two-point formula handles the others:

$$\varphi(\alpha_a\alpha_b\alpha_{-c}\alpha_{-d})=C(a,c)C(b,d)+C(a,d)C(b,c).$$

Insert this with $a=k$, $b=m-k$, $c=l$ and $d=n-l$:

$$\varphi(T_mT_{-n})=\tfrac14\sum_{0<k<m}\;\sum_{0<l<n}\big[C(k,l)\,C(m-k,n-l)+C(k,n-l)\,C(m-k,l)\big].$$

The first product needs $k=l$ and $m-k=n-l$. The second needs $k=n-l$ and $m-k=l$. Either pair of conditions forces $m=n$, so the correlator vanishes for $m\neq n$.

For $m=n$ and fixed $k$, the first product is nonzero only at $l=k$ and the second only at $l=m-k$. Each contributes $k(m-k)$. If $k=m/2$ the two values of $l$ coincide, but both products are still present, so the total remains $2k(m-k)$. For $m\ge1$,

$$\sum_{k=1}^{m-1}k(m-k)=m\,\frac{m(m-1)}2-\frac{(m-1)m(2m-1)}6=\frac{m^3-m}6,$$

and for $m=0$ both ends are zero. Multiplying by $\tfrac14\cdot2$ gives $(m^3-m)/12$.

Two consequences follow. Every term of $T_{-m}T_m$ begins with a creation mode, so its expectation is zero and $\varphi([T_m,T_{-m}])$ has the same value as the correlator. Now add terms $\alpha_{-j}\alpha_{m+j}$ to $T_m$ and terms $\alpha_{-(m+j)}\alpha_j$ to $T_{-m}$, with $j>0$. The former begin with a creation mode on the left of the product. The latter end with an annihilation mode on its right, and they vanish if also $\varphi(y\alpha_n)=0$ for $n>0$. Any finite number of such terms leaves the correlator unchanged.

## The vacuum as a linear functional in Lean

The modes are a function `α : ℤ → A` into an arbitrary complex algebra `A`, and the vacuum expectation is a linear map `φ` from `A` to the complex numbers. No Hilbert space, adjoint or positivity is assumed. The structure `IsVacuum` collects the hypotheses: `comm` is the commutator, `norm` is $\varphi(1)=1$, and `bra` is the vanishing of products that begin with a creation mode.

The definitions `lowerT α m` and `raiseT α m` are $T_m$ and $T_{-m}$, so the argument of `raiseT` is the positive number $m$. The range `Finset.Ioo 0 m` is $0<k<m$, with both ends excluded. The main theorem, `central_charge_one`, is the correlator for all natural `m` and `n`.

`commutator_expectation` is the statement about $[T_m,T_{-m}]$. In `normal_ordered_cutoff` the extra terms run over $0<j<M$ on the left and $0<j<N$ on the right, with independent cutoffs. Only this theorem assumes `ket`, the condition that an annihilation mode gives zero on the vacuum.

```lean
import Mathlib

namespace BosonCentralCharge

noncomputable section

variable {A : Type*} [Ring A] [Algebra ℂ A] {α : ℤ → A} {φ : A →ₗ[ℂ] ℂ}

/-- The modes obey `[α_m, α_n] = m δ_(m+n,0)`, and the functional `φ` is normalised and
vanishes on every product that begins with a creation mode `α_(-n)`, `n > 0`. -/
structure IsVacuum (α : ℤ → A) (φ : A →ₗ[ℂ] ℂ) : Prop where
  comm : ∀ m n : ℤ, α m * α n - α n * α m = if m + n = 0 then (m : ℂ) • (1 : A) else 0
  norm : φ 1 = 1
  bra : ∀ n : ℤ, 0 < n → ∀ y, φ (α (-n) * y) = 0

/-- The contraction of `α_a` with `α_(-c)`: the number `a` if `a = c`, and zero otherwise. -/
def contraction (a c : ℤ) : ℂ := if a = c then (a : ℂ) else 0

/-- `T_m`, half the sum of `α_k α_(m-k)` over `0 < k < m`. -/
def lowerT (α : ℤ → A) (m : ℕ) : A :=
  (1 / 2 : ℂ) • ∑ k ∈ Finset.Ioo 0 m, α (k : ℤ) * α ((m : ℤ) - k)

/-- `T_(-m)`, half the sum of `α_(-k) α_(-(m-k))` over `0 < k < m`. -/
def raiseT (α : ℤ → A) (m : ℕ) : A :=
  (1 / 2 : ℂ) • ∑ k ∈ Finset.Ioo 0 m, α (-(k : ℤ)) * α (-((m : ℤ) - k))

/-- Moving `α_(-c)` to the left of `α_a` costs their contraction. -/
theorem exchange (h : IsVacuum α φ) (a c : ℤ) :
    α a * α (-c) = α (-c) * α a + contraction a c • (1 : A) := by
  have e := h.comm a (-c)
  rw [sub_eq_iff_eq_add'] at e
  rw [e, contraction]
  by_cases hac : a = c
  · have h0 : a + -c = 0 := by omega
    rw [if_pos h0, if_pos hac]
  · have h0 : ¬ a + -c = 0 := by omega
    rw [if_neg h0, if_neg hac, zero_smul]

/-- The vacuum expectation of `α_a α_(-d)`, with `d > 0`, is their contraction. -/
theorem two_point (h : IsVacuum α φ) (a : ℤ) {d : ℤ} (hd : 0 < d) :
    φ (α a * α (-d)) = contraction a d := by
  rw [exchange h, map_add, h.bra d hd, map_smul, h.norm, zero_add, smul_eq_mul, mul_one]

/-- Wick's formula for four modes: the vacuum expectation of `α_a α_b α_(-c) α_(-d)`, with
`c, d > 0`, is the sum over the two ways of contracting `a, b` with `c, d`. -/
theorem wick_four (h : IsVacuum α φ) (a b : ℤ) {c d : ℤ} (hc : 0 < c) (hd : 0 < d) :
    φ (α a * α b * (α (-c) * α (-d))) =
      contraction a c * contraction b d + contraction a d * contraction b c := by
  -- carry `α_(-c)` to the far left
  have e : α a * α b * (α (-c) * α (-d)) = α (-c) * (α a * (α b * α (-d)))
      + contraction a c • (α b * α (-d)) + contraction b c • (α a * α (-d)) := by
    calc α a * α b * (α (-c) * α (-d))
        = α a * (α b * α (-c)) * α (-d) := by simp only [mul_assoc]
      _ = α a * (α (-c) * α b + contraction b c • (1 : A)) * α (-d) := by
          rw [exchange h b c]
      _ = (α a * α (-c)) * (α b * α (-d)) + contraction b c • (α a * α (-d)) := by
          simp only [mul_add, add_mul, mul_smul_comm, smul_mul_assoc, mul_one, mul_assoc]
      _ = _ := by
          rw [exchange h a c]
          simp only [add_mul, smul_mul_assoc, one_mul, mul_assoc]
  rw [e]
  simp only [map_add, map_smul, smul_eq_mul, h.bra c hc, two_point h _ hd]
  ring

/-- The sum of `k (m - k)` over `0 < k < m` is `(m³ - m)/6`. -/
theorem sum_mode_pairs (m : ℕ) :
    ∑ k ∈ Finset.Ioo 0 m, (k : ℂ) * ((m : ℂ) - k) = ((m : ℂ) ^ 3 - m) / 6 := by
  have aux : ∀ (c : ℂ) (n : ℕ), ∑ k ∈ Finset.range n, (k : ℂ) * (c - k)
      = c * (n * (n - 1) / 2) - n * (n - 1) * (2 * n - 1) / 6 := by
    intro c n
    induction n with
    | zero => simp
    | succ n ih =>
      rw [Finset.sum_range_succ, ih]
      push_cast
      ring
  have hs : ∑ k ∈ Finset.Ioo 0 m, (k : ℂ) * ((m : ℂ) - k)
      = ∑ k ∈ Finset.range m, (k : ℂ) * ((m : ℂ) - k) := by
    apply Finset.sum_subset
    · intro k hk
      rw [Finset.mem_Ioo] at hk
      exact Finset.mem_range.mpr hk.2
    · intro k hk hk'
      rw [Finset.mem_range] at hk
      rw [Finset.mem_Ioo] at hk'
      have h0 : k = 0 := by omega
      simp [h0]
  rw [hs, aux]
  ring

/-- The vacuum expectation of `T_m T_(-n)` is `(m³ - m)/12` if `m = n`, and zero otherwise. -/
theorem central_charge_one (h : IsVacuum α φ) (m n : ℕ) :
    φ (lowerT α m * raiseT α n) = if m = n then ((m : ℂ) ^ 3 - m) / 12 else 0 := by
  have c0 : ∀ a c : ℤ, a ≠ c → contraction a c = 0 := by
    intro a c hac
    simp [contraction, hac]
  have cs : ∀ a : ℤ, contraction a a = (a : ℂ) := by
    intro a
    simp [contraction]
  -- Wick's formula turns the correlator into a double sum of contractions
  have expand : φ (lowerT α m * raiseT α n) = 1 / 4 * ∑ k ∈ Finset.Ioo 0 m,
      ∑ l ∈ Finset.Ioo 0 n,
        (contraction (k : ℤ) (l : ℤ) * contraction ((m : ℤ) - k) ((n : ℤ) - l)
        + contraction (k : ℤ) ((n : ℤ) - l) * contraction ((m : ℤ) - k) (l : ℤ)) := by
    rw [lowerT, raiseT, smul_mul_smul_comm, map_smul, Finset.sum_mul_sum, map_sum,
      smul_eq_mul]
    congr 1
    · norm_num
    · refine Finset.sum_congr rfl fun k _ => ?_
      rw [map_sum]
      refine Finset.sum_congr rfl fun l hl => ?_
      rw [Finset.mem_Ioo] at hl
      exact wick_four h _ _ (by omega) (by omega)
  rw [expand]
  by_cases hmn : m = n
  · subst hmn
    rw [if_pos rfl]
    -- each `k` is matched by `l = k` and by `l = m - k`
    have inner : ∀ k ∈ Finset.Ioo 0 m, ∑ l ∈ Finset.Ioo 0 m,
        (contraction (k : ℤ) (l : ℤ) * contraction ((m : ℤ) - k) ((m : ℤ) - l)
        + contraction (k : ℤ) ((m : ℤ) - l) * contraction ((m : ℤ) - k) (l : ℤ))
        = 2 * ((k : ℂ) * ((m : ℂ) - k)) := by
      intro k hk
      have hk' := Finset.mem_Ioo.mp hk
      have hc : ((m - k : ℕ) : ℤ) = (m : ℤ) - k := by omega
      have hmem : m - k ∈ Finset.Ioo 0 m := Finset.mem_Ioo.mpr (by omega)
      rw [Finset.sum_add_distrib, two_mul]
      congr 1
      · rw [Finset.sum_eq_single_of_mem k hk]
        · simp only [cs, Int.cast_sub, Int.cast_natCast]
        · intro l _ hl
          rw [c0 (k : ℤ) (l : ℤ) (by omega), zero_mul]
      · rw [Finset.sum_eq_single_of_mem (m - k) hmem]
        · rw [hc, sub_sub_cancel]
          simp only [cs, Int.cast_sub, Int.cast_natCast]
        · intro l _ hl
          rw [c0 ((m : ℤ) - k) (l : ℤ) (by omega), mul_zero]
    rw [Finset.sum_congr rfl inner, ← Finset.mul_sum, sum_mode_pairs]
    ring
  · rw [if_neg hmn, Finset.sum_eq_zero, mul_zero]
    intro k _
    refine Finset.sum_eq_zero fun l _ => ?_
    have t1 : contraction (k : ℤ) (l : ℤ) * contraction ((m : ℤ) - k) ((n : ℤ) - l) = 0 := by
      by_cases hkl : (k : ℤ) = l
      · rw [c0 ((m : ℤ) - k) ((n : ℤ) - l) (by omega), mul_zero]
      · rw [c0 _ _ hkl, zero_mul]
    have t2 : contraction (k : ℤ) ((n : ℤ) - l) * contraction ((m : ℤ) - k) (l : ℤ) = 0 := by
      by_cases hkl : (k : ℤ) = (n : ℤ) - l
      · rw [c0 ((m : ℤ) - k) (l : ℤ) (by omega), mul_zero]
      · rw [c0 _ _ hkl, zero_mul]
    rw [t1, t2, add_zero]

/-- The vacuum expectation of the commutator `[T_m, T_(-m)]` is `(m³ - m)/12`. -/
theorem commutator_expectation (h : IsVacuum α φ) (m : ℕ) :
    φ (lowerT α m * raiseT α m - raiseT α m * lowerT α m) = ((m : ℂ) ^ 3 - m) / 12 := by
  have z : φ (raiseT α m * lowerT α m) = 0 := by
    rw [raiseT, smul_mul_assoc, map_smul, Finset.sum_mul, map_sum, Finset.sum_eq_zero,
      smul_zero]
    intro k hk
    rw [Finset.mem_Ioo] at hk
    rw [mul_assoc]
    exact h.bra k (by omega) _
  rw [map_sub, central_charge_one h, if_pos rfl, z, sub_zero]

/-- If `φ` also vanishes on products ending in an annihilation mode, then adding to `T_m` the
terms `α_(-j) α_(m+j)`, `0 < j < M`, and to `T_(-m)` the terms `α_(-(m+j)) α_j`, `0 < j < N`,
leaves the expectation of the product at `(m³ - m)/12`. -/
theorem normal_ordered_cutoff (h : IsVacuum α φ)
    (ket : ∀ n : ℤ, 0 < n → ∀ y, φ (y * α n) = 0) (m M N : ℕ) :
    φ ((lowerT α m + ∑ j ∈ Finset.Ioo 0 M, α (-(j : ℤ)) * α ((m : ℤ) + j)) *
      (raiseT α m + ∑ j ∈ Finset.Ioo 0 N, α (-((m : ℤ) + j)) * α (j : ℤ)))
      = ((m : ℂ) ^ 3 - m) / 12 := by
  have left : ∀ y, φ ((∑ j ∈ Finset.Ioo 0 M, α (-(j : ℤ)) * α ((m : ℤ) + j)) * y) = 0 := by
    intro y
    rw [Finset.sum_mul, map_sum]
    refine Finset.sum_eq_zero fun j hj => ?_
    rw [Finset.mem_Ioo] at hj
    rw [mul_assoc]
    exact h.bra j (by omega) _
  have right : ∀ y, φ (y * ∑ j ∈ Finset.Ioo 0 N, α (-((m : ℤ) + j)) * α (j : ℤ)) = 0 := by
    intro y
    rw [Finset.mul_sum, map_sum]
    refine Finset.sum_eq_zero fun j hj => ?_
    rw [Finset.mem_Ioo] at hj
    rw [← mul_assoc]
    exact ket j (by omega) _
  rw [add_mul, map_add, left, add_zero, mul_add, map_add, right, add_zero,
    central_charge_one h, if_pos rfl]

-- Remark: an instance lives on polynomials in `X_1, X_2, …`. For `n > 0`, `α_(-n)` multiplies
-- by `X_n` and `α_n` is `n ∂/∂X_n`; `α_0` is zero; `φ` applies an operator to the polynomial `1`
-- and takes the constant term.

end

end BosonCentralCharge
```

```lean
#print axioms BosonCentralCharge.wick_four
#print axioms BosonCentralCharge.commutator_expectation
#print axioms BosonCentralCharge.normal_ordered_cutoff
```

```
'BosonCentralCharge.wick_four' depends on axioms: [propext, Classical.choice, Quot.sound]
'BosonCentralCharge.commutator_expectation' depends on axioms: [propext, Classical.choice, Quot.sound]
'BosonCentralCharge.normal_ordered_cutoff' depends on axioms: [propext, Classical.choice, Quot.sound]
```

## Exchange, contraction and counting in the code

`exchange` rearranges `comm` and splits on whether the two indices match. `two_point` applies it once and removes the reordered product with `bra`. In `wick_four` the `calc` block carries $\alpha_{-c}$ past $\alpha_b$ and then past $\alpha_a$, as in the derivation. Applying `φ` afterwards leaves the two pairings.

`sum_mode_pairs` evaluates the sum of $k(m-k)$. Its auxiliary statement replaces the $m$ inside the summand by a fixed number `c`, so that induction on the length of the sum does not alter the summand.

In `central_charge_one`, the step `expand` produces the double sum of contractions. For equal wave numbers, `inner` evaluates the sum over $l$ at fixed $k$: `Finset.sum_eq_single_of_mem` picks out $l=k$ for the first product and $l=m-k$ for the second. For different wave numbers, `t1` and `t2` show that each product contains a vanishing contraction.

The two corollaries distribute the products over the sums. The commutator theorem removes the reversed product with `bra`. The cutoff theorem removes the added terms with `bra` on the left and `ket` on the right, and then uses the main theorem.

## One boson, finite sums and no zero mode

The theorems hold for any algebra and functional that satisfy the hypotheses, with no upper limit on the wave number. What they say about $T_m$ and $T_{-m}$ concerns vacuum expectations only. The name `central_charge_one` refers to the coefficient in the correlator; the Virasoro commutation relations between operators are a stronger statement and are not derived here.

The step left to the reader is the passage from these finite sums to the full mode $L_m$, which has infinitely many normal-ordered terms and also a term with $\alpha_0$, the conserved total charge. On a Fock state with finitely many quanta only finitely many of the terms act, so a finite cutoff that is large enough for that state loses nothing. The $\alpha_0$ term vanishes in the sector of zero charge. In a sector where $\alpha_0$ has the value $p$, it adds $mp^2$ to the correlator of $L_m$ with $L_{-m}$ for $m>0$, taken in the state of that sector without quanta, and a code that works at nonzero charge should expect that shift.

Matrices of finite, nonzero size cannot satisfy `comm`: the trace of a commutator is zero, while the trace of the identity is not. The theorems therefore describe the untruncated operators. The agreement of a truncated basis with them rests on the occupation count given earlier, which is an informal argument.

The closing comment in the code describes a realisation on polynomials in infinitely many variables, where creation multiplies by a variable and annihilation differentiates. It is given as a remark and is not constructed in Lean.
